# Average success of a qubit random access code with spin measurements: at most 1/2 + 1/(2√n)

## Two bits in one spin

Alice has two random bits and sends Bob a single spin one-half. Bob then learns which of the two bits he is to guess, and measures the spin along a direction $m_0$ or $m_1$ accordingly. How often can he be right?

Write the bits as signs $\varepsilon_0,\varepsilon_1=\pm1$, and let $r$ be the Bloch vector that Alice prepares for them. Bob reads bit $i$ correctly with probability $(1+\varepsilon_i\,r\cdot m_i)/2$. Averaged over the two questions, this is

$$\frac12+\frac14\,r\cdot(\varepsilon_0m_0+\varepsilon_1m_1).$$

Alice does best with a unit vector $r$ along the signed sum, which gives $\frac12+\frac14|\varepsilon_0m_0+\varepsilon_1m_1|$. The two possible lengths are tied together by the parallelogram law, $|m_0+m_1|^2+|m_0-m_1|^2=4$. Making one pair of strings easier to read makes the other pair harder. The sum of the two lengths is largest when they are equal, that is, for perpendicular directions, and the average success is then $\frac12+\frac1{2\sqrt2}\approx0.854$.

## The bound for n bits

Let $x$ be a string of $n\ge1$ bits with signs $\varepsilon_i$, where $i=0,\dots,n-1$. It is encoded in a Bloch vector $r_x$ with $|r_x|\le1$, and bit $i$ is read along a unit vector $m_i$. Put $v_x=\sum_i\varepsilon_im_i$. The success probability $P$, averaged uniformly over strings and positions, satisfies

$$P\le\frac12+\frac1{2\sqrt n},$$

with equality exactly when $\sqrt n\,r_x=v_x$ for every $x$.

If the directions are pairwise orthogonal, the choice $r_x=v_x/\sqrt n$ consists of unit vectors and attains the bound. Space has room for this only when $n\le3$. The three coordinate axes give a three-bit code with $P=\frac12+\frac1{2\sqrt3}\approx0.789$.

For a single qubit read by projective spin measurements, this limits the average success in recovering a randomly requested one of several stored bits. It does not limit each bit separately: with $r_x=\varepsilon_0m_0$, bit 0 is read with certainty.

## States, directions and bits in Lean

- `bloch r` is the $2\times2$ matrix $(1+r\cdot\sigma)/2$, with $\sigma$ the Pauli matrices. The components `r 0`, `r 1`, `r 2` belong to the spatial axes $x,y,z$; elsewhere the letter `x` is a bit string. The same function gives the state and, for a unit vector, the projector onto spin up along it.
- `sgn` sends `false` to $+1$ and `true` to $-1$, so $\varepsilon_i$ is `sgn (x i)`, and `signedSum m x` is $v_x$.
- `success r m` is $P$. It is defined through the Born traces of state times projector, summed and divided by $2^n n$. The real part is taken only to obtain a real number, since the trace is already real.
- In `random_access_code_bound`, `hm` says that the directions are unit vectors, `hr` that the Bloch vectors lie in the unit ball, and `hn` that there is at least one bit.

The step from these vectors to a laboratory qubit is the standard fact that the density matrices are exactly the matrices `bloch r` with $|r|\le1$, and the spin projectors those with $|r|=1$. The theorems take this description as given. They treat one fixed encoding with one projective measurement per bit; general two-outcome measurements, shared randomness and unequal weights for the questions are left aside.

## Derivation by a sum of squares

**Born rule.** Since $\operatorname{tr}\sigma_a=0$ and $\operatorname{tr}\sigma_a\sigma_b=2\delta_{ab}$,

$$\operatorname{tr}\left[\frac{1+r\cdot\sigma}2\,\frac{1+m\cdot\sigma}2\right]=\frac{2+2\,r\cdot m}4=\frac{1+r\cdot m}2.$$

Putting $m=\varepsilon_im_i$ and averaging gives

$$P=\frac12+\frac{1}{2\cdot2^n n}\sum_x r_x\cdot v_x.$$

**Orthogonality of signs.** For $i=j$ the product $\varepsilon_i\varepsilon_j$ is 1 for each of the $2^n$ strings. For $i\ne j$, flipping bit $i$ pairs the strings so that the products cancel. Hence $\sum_x\varepsilon_i\varepsilon_j=2^n\delta_{ij}$, and

$$\sum_x|v_x|^2=\sum_{i,j}\Big(\sum_x\varepsilon_i\varepsilon_j\Big)m_i\cdot m_j=2^n\sum_i|m_i|^2=2^n n.$$

This replaces the parallelogram law of the two-bit case.

**The squares.** Let $D=\sum_x|\sqrt n\,r_x-v_x|^2$. Expanding,

$$D=n\sum_x|r_x|^2-2\sqrt n\sum_x r_x\cdot v_x+2^n n,$$

which rearranges to

$$2\sqrt n\Big(2^n\sqrt n-\sum_x r_x\cdot v_x\Big)=n\Big(2^n-\sum_x|r_x|^2\Big)+D.$$

Both terms on the right are non-negative, so $\sum_x r_x\cdot v_x\le2^n\sqrt n$. Inserting this in the formula for $P$ gives the bound.

**Equality.** If the bound is attained, the left side vanishes. Then $D=0$, and every square in it is zero. Conversely, if $\sqrt n\,r_x=v_x$ for all $x$, then $\sqrt n\sum_x r_x\cdot v_x=\sum_x|v_x|^2=2^n n$, so the overlap sum equals $2^n\sqrt n$.

**Orthogonal directions.** Here $|v_x|^2=\sum_i\varepsilon_i^2=n$, so $v_x/\sqrt n$ is a unit vector, and it meets the equality condition by construction.

## Two directions at 60 degrees

Take $n=2$ and $m_0\cdot m_1=\frac12$. The signed sums have length $\sqrt3$ for the two strings with equal bits and length 1 for the other two. Their squares add up to $3+3+1+1=8=2^2\cdot2$, as they must.

With unit Bloch vectors along the signed sums, the total overlap is $2\sqrt3+2\approx5.464$, and

$$P\approx\frac12+\frac{5.464}{16}\approx0.8415.$$

The bound is $0.8536$. The gap comes entirely from $D=2(\sqrt2-\sqrt3)^2+2(\sqrt2-1)^2\approx0.545$, because the Bloch vectors already have full length.

## The Lean file

```lean
import Mathlib

open Matrix

namespace QubitRandomAccessCode

noncomputable section

variable {n : ℕ}

/-- The qubit operator `(1 + r·σ)/2` with Bloch vector `r`. -/
def bloch (r : Fin 3 → ℝ) : Matrix (Fin 2) (Fin 2) ℂ :=
  !![(1 + (r 2 : ℂ)) / 2, ((r 0 : ℂ) - (r 1 : ℂ) * Complex.I) / 2;
     ((r 0 : ℂ) + (r 1 : ℂ) * Complex.I) / 2, (1 - (r 2 : ℂ)) / 2]

/-- The sign of a bit: `+1` for `false` and `-1` for `true`. -/
def sgn (b : Bool) : ℝ := if b then -1 else 1

/-- The sum of the measurement directions, each taken with the sign of its bit. -/
def signedSum (m : Fin n → Fin 3 → ℝ) (x : Fin n → Bool) : Fin 3 → ℝ :=
  ∑ i, sgn (x i) • m i

/-- The probability of reading the requested bit correctly, averaged over all strings `x` of `n ≥ 1`
bits and all positions `i`; `x` is encoded in the Bloch vector `r x`, and bit `i` is measured along
`m i`. For this meaning the `r x` are taken in the unit ball and the `m i` as unit vectors; the
definition itself does not impose this. -/
def success (r : (Fin n → Bool) → Fin 3 → ℝ) (m : Fin n → Fin 3 → ℝ) : ℝ :=
  (∑ x, ∑ i, (trace (bloch (r x) * bloch (sgn (x i) • m i))).re) / (2 ^ n * n)

/-- Born rule in Bloch form: the trace of the product of `(1 + r·σ)/2` and `(1 + m·σ)/2`
is `(1 + r·m)/2`. -/
theorem born_rule (r m : Fin 3 → ℝ) :
    trace (bloch r * bloch m) = (((1 + r ⬝ᵥ m) / 2 : ℝ) : ℂ) := by
  simp [bloch, Matrix.trace_fin_two, Fin.sum_univ_three, dotProduct]
  linear_combination (-((r 1 : ℂ) * (m 1 : ℂ)) / 2) * Complex.I_sq

/-- Summed over all bit strings, the product of the signs at two positions gives `2 ^ n` if
the positions coincide and zero otherwise. -/
theorem sum_sgn_mul (i j : Fin n) :
    ∑ x : Fin n → Bool, sgn (x i) * sgn (x j) = if i = j then 2 ^ n else 0 := by
  have hsq : ∀ b, sgn b * sgn b = 1 := by intro b; cases b <;> simp [sgn]
  have hneg : ∀ b, sgn (!b) = -sgn b := by intro b; cases b <;> simp [sgn]
  split_ifs with h
  · subst h
    simp [hsq]
  · -- flipping bit `i` pairs the terms with opposite signs
    refine Finset.sum_involution (fun x _ => Function.update x i (!x i)) ?_ ?_
      (fun _ _ => Finset.mem_univ _) ?_
    · intro x _
      have hj : Function.update x i (!x i) j = x j :=
        Function.update_of_ne (Ne.symm h) _ _
      simp only [Function.update_self, hj, hneg]
      ring
    · intro x _ _ hx
      have := congrFun hx i
      simp at this
    · intro x _
      simp

/-- The squared length of the signed sum of directions, expanded in pairwise overlaps. -/
theorem signedSum_sq (m : Fin n → Fin 3 → ℝ) (x : Fin n → Bool) :
    signedSum m x ⬝ᵥ signedSum m x
      = ∑ i, ∑ j, sgn (x i) * sgn (x j) * (m i ⬝ᵥ m j) := by
  rw [signedSum, sum_dotProduct]
  refine Finset.sum_congr rfl fun i _ => ?_
  rw [dotProduct_sum]
  refine Finset.sum_congr rfl fun j _ => ?_
  simp only [smul_dotProduct, dotProduct_smul, smul_eq_mul]
  ring

/-- For unit directions, the squared lengths of the signed sums add up to `2 ^ n * n` over all
bit strings. -/
theorem sum_signedSum_sq (m : Fin n → Fin 3 → ℝ) (hm : ∀ i, m i ⬝ᵥ m i = 1) :
    ∑ x, signedSum m x ⬝ᵥ signedSum m x = 2 ^ n * n := by
  have h : ∑ x, signedSum m x ⬝ᵥ signedSum m x
      = ∑ i, ∑ j, (∑ x : Fin n → Bool, sgn (x i) * sgn (x j)) * (m i ⬝ᵥ m j) := by
    simp only [signedSum_sq]
    refine Finset.sum_comm.trans (Finset.sum_congr rfl fun i _ => ?_)
    refine Finset.sum_comm.trans (Finset.sum_congr rfl fun j _ => ?_)
    rw [Finset.sum_mul]
  rw [h]
  simp only [sum_sgn_mul, ite_mul, zero_mul, Finset.sum_ite_eq, Finset.mem_univ, if_true,
    hm, mul_one, Finset.sum_const, Finset.card_univ, Fintype.card_fin, nsmul_eq_mul]
  ring

/-- For `n ≥ 1`, the average success probability is one half plus a multiple of the total
overlap between the Bloch vectors and the signed sums of directions. -/
theorem success_eq (hn : 0 < n) (r : (Fin n → Bool) → Fin 3 → ℝ) (m : Fin n → Fin 3 → ℝ) :
    success r m = 1 / 2 + (∑ x, r x ⬝ᵥ signedSum m x) / (2 * (2 ^ n * n)) := by
  have h : ∀ x, ∑ i, (trace (bloch (r x) * bloch (sgn (x i) • m i))).re
      = (n : ℝ) / 2 + (r x ⬝ᵥ signedSum m x) / 2 := by
    intro x
    simp only [born_rule, Complex.ofReal_re]
    rw [signedSum, dotProduct_sum, ← Finset.sum_div, Finset.sum_add_distrib]
    simp only [Finset.sum_const, Finset.card_univ, Fintype.card_fin, nsmul_eq_mul, mul_one]
    ring
  have hc : ∑ _x : Fin n → Bool, (n : ℝ) / 2 = 2 ^ n * n / 2 := by
    simp [mul_div_assoc]
  have hK : (2 : ℝ) ^ n * n ≠ 0 := by positivity
  rw [success, Finset.sum_congr rfl fun x _ => h x, Finset.sum_add_distrib, hc,
    ← Finset.sum_div]
  generalize (2 : ℝ) ^ n * n = K at hK ⊢
  linear_combination (1 / 2) * mul_inv_cancel₀ hK

/-- Random access code bound: for `n ≥ 1` bits, unit measurement directions and Bloch vectors
in the unit ball, the average success probability is at most `1/2 + 1/(2√n)`. Equality holds
exactly when `√n` times each Bloch vector is the signed sum of the directions. -/
theorem random_access_code_bound (hn : 0 < n) (r : (Fin n → Bool) → Fin 3 → ℝ)
    (m : Fin n → Fin 3 → ℝ) (hm : ∀ i, m i ⬝ᵥ m i = 1) (hr : ∀ x, r x ⬝ᵥ r x ≤ 1) :
    success r m ≤ 1 / 2 + 1 / (2 * √(n : ℝ)) ∧
    (success r m = 1 / 2 + 1 / (2 * √(n : ℝ)) ↔
      ∀ x, √(n : ℝ) • r x = signedSum m x) := by
  have hn' : (0 : ℝ) < n := by exact_mod_cast hn
  have hs0 : 0 < √(n : ℝ) := Real.sqrt_pos.2 hn'
  have hs : √(n : ℝ) * √(n : ℝ) = n := Real.mul_self_sqrt hn'.le
  have hV := sum_signedSum_sq m hm
  generalize √(n : ℝ) = s at hs0 hs ⊢
  have hK : (0 : ℝ) < 2 * (2 ^ n * n) := by positivity
  have hpos : ∀ v : Fin 3 → ℝ, 0 ≤ v ⬝ᵥ v :=
    fun v => Finset.sum_nonneg fun k _ => mul_self_nonneg (v k)
  have hR : ∑ x, r x ⬝ᵥ r x ≤ (2 : ℝ) ^ n :=
    (Finset.sum_le_sum fun x _ => hr x).trans_eq (by simp)
  -- expand the total squared distance between `s • r x` and the signed sums
  have hD : ∑ x, (s • r x - signedSum m x) ⬝ᵥ (s • r x - signedSum m x)
      = n * ∑ x, r x ⬝ᵥ r x - 2 * s * ∑ x, r x ⬝ᵥ signedSum m x + 2 ^ n * n := by
    rw [← hV, Finset.mul_sum, Finset.mul_sum, ← Finset.sum_sub_distrib,
      ← Finset.sum_add_distrib]
    refine Finset.sum_congr rfl fun x _ => ?_
    simp only [sub_dotProduct, dotProduct_sub, smul_dotProduct, dotProduct_smul, smul_eq_mul]
    rw [dotProduct_comm (signedSum m x) (r x)]
    linear_combination (r x ⬝ᵥ r x) * hs
  have hD0 : 0 ≤ ∑ x, (s • r x - signedSum m x) ⬝ᵥ (s • r x - signedSum m x) :=
    Finset.sum_nonneg fun x _ => hpos _
  have hA : 0 ≤ (n : ℝ) * (2 ^ n - ∑ x, r x ⬝ᵥ r x) :=
    mul_nonneg hn'.le (sub_nonneg.2 hR)
  have e : 2 * s * (2 ^ n * s - ∑ x, r x ⬝ᵥ signedSum m x)
      = n * (2 ^ n - ∑ x, r x ⬝ᵥ r x)
        + ∑ x, (s • r x - signedSum m x) ⬝ᵥ (s • r x - signedSum m x) := by
    linear_combination (2 * 2 ^ n) * hs - hD
  have h1 : 1 / (2 * s) = 2 ^ n * s / (2 * (2 ^ n * n)) := by
    rw [div_eq_div_iff (by positivity) hK.ne']
    linear_combination (-2 * 2 ^ n) * hs
  rw [success_eq hn, h1]
  constructor
  · have h2 : 0 ≤ 2 * s * (2 ^ n * s - ∑ x, r x ⬝ᵥ signedSum m x) := by
      rw [e]; exact add_nonneg hA hD0
    have h3 := sub_nonneg.1 ((mul_nonneg_iff_of_pos_left (by positivity)).1 h2)
    gcongr
  · constructor
    · intro h x
      -- saturation forces every squared distance to vanish
      have hS := (div_left_inj' hK.ne').1 (add_left_cancel h)
      rw [hS, sub_self, mul_zero] at e
      have hz := le_antisymm (by linarith) hD0
      have hx := (Finset.sum_eq_zero_iff_of_nonneg fun x _ => hpos _).1 hz x
        (Finset.mem_univ x)
      exact sub_eq_zero.1 (dotProduct_self_eq_zero.1 hx)
    · intro h
      have h4 : s * ∑ x, r x ⬝ᵥ signedSum m x = 2 ^ n * n := by
        rw [← hV, Finset.mul_sum]
        refine Finset.sum_congr rfl fun x _ => ?_
        rw [← smul_eq_mul, ← smul_dotProduct, h x]
      have hS : ∑ x, r x ⬝ᵥ signedSum m x = 2 ^ n * s :=
        mul_left_cancel₀ hs0.ne' (by linear_combination h4 - 2 ^ n * hs)
      rw [hS]

/-- For `n ≥ 1` pairwise orthogonal unit directions, the signed sums divided by `√n` are unit
Bloch vectors, and this encoding attains the bound. -/
theorem orthogonal_code_optimal (hn : 0 < n) (m : Fin n → Fin 3 → ℝ)
    (hm : ∀ i j, m i ⬝ᵥ m j = if i = j then 1 else 0) :
    (∀ x, ((√(n : ℝ))⁻¹ • signedSum m x) ⬝ᵥ ((√(n : ℝ))⁻¹ • signedSum m x) = 1) ∧
    success (fun x => (√(n : ℝ))⁻¹ • signedSum m x) m = 1 / 2 + 1 / (2 * √(n : ℝ)) := by
  have hn' : (0 : ℝ) < n := by exact_mod_cast hn
  have hs0 : √(n : ℝ) ≠ 0 := (Real.sqrt_pos.2 hn').ne'
  have hs : √(n : ℝ) * √(n : ℝ) = n := Real.mul_self_sqrt hn'.le
  have hsq : ∀ b, sgn b * sgn b = 1 := by intro b; cases b <;> simp [sgn]
  have hu : ∀ x, ((√(n : ℝ))⁻¹ • signedSum m x) ⬝ᵥ ((√(n : ℝ))⁻¹ • signedSum m x) = 1 := by
    intro x
    have hv : signedSum m x ⬝ᵥ signedSum m x = n := by
      rw [signedSum_sq]
      simp [hm, hsq]
    have hc : (√(n : ℝ))⁻¹ * ((√(n : ℝ))⁻¹ * (√(n : ℝ) * √(n : ℝ))) = 1 := by
      rw [inv_mul_cancel_left₀ hs0, inv_mul_cancel₀ hs0]
    rw [hs] at hc
    rw [smul_dotProduct, dotProduct_smul, hv, smul_eq_mul, smul_eq_mul]
    exact hc
  refine ⟨hu, ?_⟩
  refine (random_access_code_bound hn _ m (fun i => by simp [hm]) fun x => (hu x).le).2.2 ?_
  intro x
  exact smul_inv_smul₀ hs0 _

/-- Three bits measured along the three coordinate axes, with the signed sums divided by `√3`
as Bloch vectors, are read with average success probability `1/2 + 1/(2√3)`. -/
theorem three_bit_code :
    success (n := 3) (fun x => (√(3 : ℝ))⁻¹ • signedSum (fun i => Pi.single i 1) x)
      (fun i => Pi.single i 1) = 1 / 2 + 1 / (2 * √(3 : ℝ)) := by
  have h := (orthogonal_code_optimal (n := 3) (by norm_num) (fun i => Pi.single i 1)
    (fun i j => by
      rcases eq_or_ne i j with h | h
      · subst h
        simp
      · simp [h, h.symm])).2
  exact_mod_cast h

end

end QubitRandomAccessCode
```

```lean
#print axioms QubitRandomAccessCode.random_access_code_bound
-- 'QubitRandomAccessCode.random_access_code_bound' depends on axioms: [propext, Classical.choice, Quot.sound]
#print axioms QubitRandomAccessCode.three_bit_code
-- 'QubitRandomAccessCode.three_bit_code' depends on axioms: [propext, Classical.choice, Quot.sound]
```

## From the lemmas to the bound

`born_rule` multiplies out the matrix entries instead of using Pauli traces; the final `linear_combination` uses that the imaginary unit squares to $-1$. `success_eq` applies this rule to every term and collects the sum into the formula for $P$.

`sum_sgn_mul` is the orthogonality of signs. For different positions, `Finset.sum_involution` carries out the pairing, with `Function.update` flipping bit $i$. `signedSum_sq` expands $|v_x|^2$ into pairwise overlaps, and `sum_signedSum_sq` exchanges the order of summation so that the orthogonality relation can act.

In `random_access_code_bound`, the root $\sqrt n$ is replaced by a letter `s`, of which only positivity and $s^2=n$ are kept. The step `hD` is the expansion of $D$, and `e` is the rearranged identity with two non-negative terms. The step `h1` writes $1/(2\sqrt n)$ over the denominator used in `success_eq`, which reduces the inequality to one between overlap sums.

For the equality case, `e` forces $D$ to be zero. `Finset.sum_eq_zero_iff_of_nonneg` passes this to each summand, and `dotProduct_self_eq_zero` turns a vanishing squared length into a vanishing vector. The converse computes the overlap sum from `sum_signedSum_sq`.

`orthogonal_code_optimal` first checks that the proposed Bloch vectors have unit length, then uses the converse half of the equality condition, so no success probability is computed afresh. `three_bit_code` specialises it to the axes, written `Pi.single i 1`, after checking that they are orthonormal.
